# A decay-rate criterion for finite ALDA exchange matrix elements with spherical exponential tails

A matrix element of the adiabatic local density approximation (ALDA) can be infinite while a program still prints a number for it. The exchange kernel is proportional to $n^{-2/3}$, so it grows without bound where the density $n$ dies out. If the transition densities fall off too slowly to compensate, the radial integral diverges, and the printed value only reflects where the grid or a density threshold cuts the integral off. For spherical exponential profiles, comparing decay rates settles whether this happens. For products of an occupied orbital with bounded final orbitals, part (i) gives conditions under which it does not.

```lean
import Mathlib

open MeasureTheory Set
open scoped Real

namespace ALDAExchangeTail

noncomputable section
```

## Potential, kernel and radial integrand

All quantities are in atomic units. Write $C=(3/\pi)^{1/3}$, a constant that comes from the exchange energy of the homogeneous electron gas and is taken as given. The exchange potential of a spin-unpolarised density is
$$v_x(n)=-C\,n^{1/3}.$$

```lean
/-- The LDA exchange potential of a spin-unpolarised density `n ≥ 0`, in atomic units. -/
def ldaExchangePotential (n : ℝ) : ℝ := -(3 / π) ^ (1 / 3 : ℝ) * n ^ (1 / 3 : ℝ)
```

The ALDA exchange kernel is a delta function in space and time multiplied by a local factor. Only that factor enters here:
$$f_x(n)=-\tfrac13\,C\,n^{-2/3}.$$

```lean
/-- The local factor of the ALDA exchange kernel at density `n > 0`, in atomic units. -/
def aldaKernel (n : ℝ) : ℝ := -(1 / 3) * (3 / π) ^ (1 / 3 : ℝ) * n ^ (-(2 / 3) : ℝ)
```

Exponential profiles have an amplitude $A$ and a rate $a$, as in $A e^{-ar}$. Since `expTail` accepts any real rate, decay has to come from a hypothesis.

```lean
/-- The exponential profile `A exp(-a r)`. -/
def expTail (A a r : ℝ) : ℝ := A * Real.exp (-(a * r))
```

The delta function reduces the matrix element between transition densities $\rho_1$ and $\rho_2$ to a single integral over space. When all functions are spherical, its radial integrand is
$$M(r)=4\pi r^2\,\rho_1(r)\,f_x(n(r))\,\rho_2(r).$$
The functions are real, and angular dependence is left out of the model.

```lean
/-- The radial integrand of the ALDA exchange matrix element between spherical transition
densities `ρ₁` and `ρ₂`, for a spherical ground-state density `n` that is positive at `r > 0`. -/
def aldaIntegrand (n ρ₁ ρ₂ : ℝ → ℝ) (r : ℝ) : ℝ :=
  4 * π * r ^ 2 * (ρ₁ r * aldaKernel (n r) * ρ₂ r)
```

## (a) From the potential to the kernel

**Task.** Show that for $n>0$ the local factor is the density derivative of the exchange potential:
$$\frac{dv_x}{dn}=f_x(n).$$

**Solution.** The power rule gives
$$\frac{d}{dn}\left(-C n^{1/3}\right)=-\tfrac13\,C\,n^{1/3-1}=-\tfrac13\,C\,n^{-2/3}.$$

In Lean, `HasDerivAt` says that the potential is differentiable at `n` and that its derivative there is `aldaKernel n`. The proof applies the power rule, multiplies by the constant and simplifies the exponent.

```lean
/-- At positive density the ALDA exchange kernel is the derivative of the LDA exchange
potential with respect to the density. -/
theorem hasDerivAt_ldaExchangePotential {n : ℝ} (hn : 0 < n) :
    HasDerivAt ldaExchangePotential (aldaKernel n) n := by
  have h := (Real.hasDerivAt_rpow_const (x := n) (p := (1 / 3 : ℝ))
    (Or.inl hn.ne')).const_mul (-(3 / π) ^ (1 / 3 : ℝ))
  refine HasDerivAt.congr_deriv h ?_
  unfold aldaKernel
  rw [show (1 / 3 - 1 : ℝ) = -(2 / 3) by norm_num]
  ring
```

## (b) Sign of the kernel

**Task.** Show that for $n>0$
$$f_x(n)<0.$$

**Solution.** Both $C$ and $n^{-2/3}$ are positive, and the prefactor $-\tfrac13$ is negative. In the code, `positivity` supplies the first fact and `linarith` draws the conclusion.

```lean
/-- The ALDA exchange kernel is negative at positive density. -/
theorem aldaKernel_neg {n : ℝ} (hn : 0 < n) : aldaKernel n < 0 := by
  have h : 0 < (3 / π) ^ (1 / 3 : ℝ) * n ^ (-(2 / 3) : ℝ) := by positivity
  unfold aldaKernel
  linarith
```

## (c) The basic radial integral

**Task.** For $c>0$, show that
$$\int_0^\infty r^2e^{-cr}\,dr=\frac{2}{c^3}.$$

**Solution.** Substitute $t=cr$ and integrate by parts twice:
$$\int_0^\infty r^2e^{-cr}\,dr=\frac1{c^3}\int_0^\infty t^2e^{-t}\,dt=\frac{2}{c^3}\int_0^\infty te^{-t}\,dt=\frac{2}{c^3}\int_0^\infty e^{-t}\,dt=\frac2{c^3}.$$

The half-line is `Ioi 0`. Lean uses the library's Gamma integral with parameter 3 in place of the integrations by parts. The auxiliary equation `hG` evaluates $\Gamma(3)=2$, while `e` and `h3` convert real exponents into integer ones.

```lean
/-- For `c > 0` the integral of `r² exp(-c r)` over the half-line is `2 / c³`. -/
theorem integral_sq_mul_exp {c : ℝ} (hc : 0 < c) :
    ∫ r in Ioi (0 : ℝ), r ^ 2 * Real.exp (-(c * r)) = 2 / c ^ 3 := by
  have h := Real.integral_rpow_mul_exp_neg_mul_Ioi (a := 3) (r := c) (by norm_num) hc
  have e : ∀ r : ℝ, r ^ ((3 : ℝ) - 1) = r ^ 2 := fun r => by
    rw [show (3 : ℝ) - 1 = ((2 : ℕ) : ℝ) by norm_num, Real.rpow_natCast]
  have hG : Real.Gamma 3 = 2 := by
    rw [show (3 : ℝ) = ((2 : ℕ) : ℝ) + 1 by norm_num, Real.Gamma_nat_eq_factorial]
    norm_num [Nat.factorial]
  have h3 : (1 / c) ^ (3 : ℝ) = (1 / c) ^ 3 := by
    rw [show (3 : ℝ) = ((3 : ℕ) : ℝ) by norm_num, Real.rpow_natCast]
  simp only [e] at h
  rw [h, hG, h3]
  ring
```

## (d) Which rates give convergence

**Task.** For real $c$, show that
$$\int_0^\infty r^2e^{-cr}\,dr<\infty\iff c>0.$$

**Solution.** If $c>0$, the integrand is nonnegative and part (c) gives a finite integral. If $c\le0$, then $e^{-cr}\ge1$ for $r>0$, and
$$\int_0^R r^2e^{-cr}\,dr\ge\int_0^R r^2\,dr=\frac{R^3}{3}\to\infty .$$

`IntegrableOn` means measurability together with a finite integral of the absolute value. In the first half of the proof, `Integrable.mono'` carries out the comparison with $r^2$. The second half uses Lean's convention that a non-integrable function has integral zero: the value from (c) is positive, so the function must be integrable.

```lean
/-- The function `r² exp(-c r)` is integrable on the half-line exactly when `c > 0`. -/
theorem integrableOn_sq_mul_exp_iff (c : ℝ) :
    IntegrableOn (fun r : ℝ => r ^ 2 * Real.exp (-(c * r))) (Ioi 0) ↔ 0 < c := by
  constructor
  · intro h
    by_contra hc
    -- without decay the function dominates `r²`, which is not integrable
    have hn := not_integrableOn_Ioi_rpow ((2 : ℕ) : ℝ)
    simp only [Real.rpow_natCast] at hn
    apply hn
    refine Integrable.mono' h (continuous_pow 2).aestronglyMeasurable ?_
    refine (ae_restrict_mem measurableSet_Ioi).mono fun r hr => ?_
    have hr0 : 0 < r := hr
    have h1 : 1 ≤ Real.exp (-(c * r)) := by
      apply Real.one_le_exp
      nlinarith
    rw [Real.norm_eq_abs, abs_of_nonneg (sq_nonneg r)]
    exact le_mul_of_one_le_right (sq_nonneg r) h1
  · intro hc
    -- a non-integrable function would have integral zero
    by_contra h
    have h0 := (integral_sq_mul_exp hc).symm.trans (integral_undef h)
    have hpos : 0 < 2 / c ^ 3 := by positivity
    exact hpos.ne' h0
```

## (e) The tail condition

**Task.** Let the kernel grow as $e^{4kr/3}$ and let both transition densities decay as $e^{-br}$. For real $k$ and $b$, show that
$$r^2e^{4kr/3-2br}\ \text{is integrable on }(0,\infty)\iff b>\frac{2k}{3},$$
and that in this case
$$\int_0^\infty r^2e^{4kr/3-2br}\,dr=\frac{2}{(2b-4k/3)^3}.$$

**Solution.** Collect the exponent as $-cr$ with $c=2b-4k/3$. By (d), the function is integrable exactly when $c>0$, which is the same as $b>2k/3$. Part (c) then gives the value $2/c^3$. For $b=k>0$, for example, $c=2k/3$ and the integral is $27/(4k^3)$.

The theorem is a conjunction: an equivalence for integrability, and a value under the condition $b>2k/3$. The physical case has $k>0$, but the algebra does not use the sign. The equation `e` collects the exponent, and `linarith` translates between the two inequalities.

```lean
/-- Tail condition: `r² exp(4kr/3 - 2br)` is integrable on the half-line exactly when
`b > 2k/3`, and its integral is then `2 / (2b - 4k/3)³`. -/
theorem tail_condition (k b : ℝ) :
    (IntegrableOn (fun r : ℝ => r ^ 2 * Real.exp (4 * k * r / 3 - 2 * b * r)) (Ioi 0) ↔
      2 * k / 3 < b) ∧
    (2 * k / 3 < b → ∫ r in Ioi (0 : ℝ), r ^ 2 * Real.exp (4 * k * r / 3 - 2 * b * r) =
      2 / (2 * b - 4 * k / 3) ^ 3) := by
  have e : ∀ r : ℝ, 4 * k * r / 3 - 2 * b * r = -((2 * b - 4 * k / 3) * r) :=
    fun r => by ring
  simp only [e]
  refine ⟨(integrableOn_sq_mul_exp_iff _).trans ?_, fun h => integral_sq_mul_exp (by linarith)⟩
  constructor <;> intro h <;> linarith
```

## (f) Inserting an exponential density

**Task.** Take $n=Ae^{-2kr}$ with $A>0$ and $\rho_i=B_ie^{-b_ir}$ for $i=1,2$. Show that
$$M(r)=4\pi B_1B_2f_x(A)\,r^2e^{-(b_1+b_2-4k/3)r}.$$

**Solution.** The power in the kernel turns the decay of the density into growth:
$$f_x(Ae^{-2kr})=-\tfrac13CA^{-2/3}\left(e^{-2kr}\right)^{-2/3}=f_x(A)\,e^{4kr/3}.$$
Multiplying by $4\pi r^2$ and by the two transition densities gives
$$M(r)=4\pi r^2B_1B_2f_x(A)\,e^{-b_1r}e^{4kr/3}e^{-b_2r},$$
and adding the exponents gives the target.

The formal statement equates two functions of $r$. In its proof, `hK` is the growth law for the kernel and `hE` combines the three exponentials.

```lean
/-- For a density `A exp(-2kr)` with `A > 0` and exponential transition densities, the
matrix-element integrand is a constant times `r² exp(-(b₁ + b₂ - 4k/3) r)`. -/
theorem aldaIntegrand_expTail {A : ℝ} (hA : 0 < A) (k B₁ B₂ b₁ b₂ : ℝ) :
    aldaIntegrand (expTail A (2 * k)) (expTail B₁ b₁) (expTail B₂ b₂) = fun r =>
      4 * π * B₁ * B₂ * aldaKernel A * (r ^ 2 * Real.exp (-((b₁ + b₂ - 4 * k / 3) * r))) := by
  funext r
  -- the kernel grows as the density to the power -2/3
  have hK : aldaKernel (A * Real.exp (-(2 * k * r))) =
      aldaKernel A * Real.exp (4 * k * r / 3) := by
    unfold aldaKernel
    rw [Real.mul_rpow hA.le (Real.exp_pos _).le, ← Real.exp_mul,
      show -(2 * k * r) * (-(2 / 3)) = 4 * k * r / 3 by ring]
    ring
  have hE : Real.exp (-((b₁ + b₂ - 4 * k / 3) * r)) =
      Real.exp (-(b₁ * r)) * Real.exp (4 * k * r / 3) * Real.exp (-(b₂ * r)) := by
    rw [← Real.exp_add, ← Real.exp_add]
    congr 1
    ring
  simp only [aldaIntegrand, expTail]
  rw [hK, hE]
  ring
```

## (g) The matrix element in closed form

**Task.** For the profiles of (f) with $B_1$ and $B_2$ nonzero, show that
$$M\ \text{is integrable on }(0,\infty)\iff b_1+b_2>\frac{4k}{3},$$
and that in this case
$$\int_0^\infty M(r)\,dr=\frac{8\pi B_1B_2f_x(A)}{(b_1+b_2-4k/3)^3}.$$

**Solution.** By (b), the prefactor $4\pi B_1B_2f_x(A)$ is nonzero, so it does not affect integrability. Part (d) with $c=b_1+b_2-4k/3$ gives the criterion, and (c) gives the value. If either amplitude were zero, $M$ would vanish identically and be integrable for all rates.

Only the sum of the rates matters, so a fast decay of one transition density can make up for a slow decay of the other. The closed form belongs to model profiles: a transition density between orthogonal orbitals integrates to zero over space, which a single decaying exponential does not. In Lean, `hK` records that the prefactor is nonzero, `integrable_const_mul_iff` removes it, and `integral_const_mul` takes it out of the integral.

```lean
/-- For a density `A exp(-2kr)` with `A > 0` and transition densities `B₁ exp(-b₁ r)` and
`B₂ exp(-b₂ r)` with nonzero `B₁` and `B₂`, the ALDA exchange integrand is integrable on the
half-line exactly when `b₁ + b₂ > 4k/3`; its integral is then
`8π B₁ B₂ (aldaKernel A) / (b₁ + b₂ - 4k/3)³`. -/
theorem matrixElement_expTail {A B₁ B₂ : ℝ} (hA : 0 < A) (h₁ : B₁ ≠ 0) (h₂ : B₂ ≠ 0)
    (k b₁ b₂ : ℝ) :
    (IntegrableOn (aldaIntegrand (expTail A (2 * k)) (expTail B₁ b₁) (expTail B₂ b₂)) (Ioi 0) ↔
      4 * k / 3 < b₁ + b₂) ∧
    (4 * k / 3 < b₁ + b₂ →
      ∫ r in Ioi (0 : ℝ), aldaIntegrand (expTail A (2 * k)) (expTail B₁ b₁) (expTail B₂ b₂) r =
        4 * π * B₁ * B₂ * aldaKernel A * (2 / (b₁ + b₂ - 4 * k / 3) ^ 3)) := by
  have hK : 4 * π * B₁ * B₂ * aldaKernel A ≠ 0 :=
    mul_ne_zero (mul_ne_zero (mul_ne_zero (by positivity) h₁) h₂) (aldaKernel_neg hA).ne
  simp only [aldaIntegrand_expTail hA]
  constructor
  · exact (integrable_const_mul_iff hK.isUnit _).trans
      ((integrableOn_sq_mul_exp_iff _).trans sub_pos)
  · intro h
    rw [integral_const_mul, integral_sq_mul_exp (sub_pos.mpr h)]
```

## (h) Densities known only through bounds

**Task.** Let $n$, $\rho_1$ and $\rho_2$ be measurable, and suppose that for all $r>0$
$$n(r)\ge Ae^{-2kr},\qquad |\rho_i(r)|\le B_ie^{-b_ir},$$
with $A>0$ and $b_1+b_2>4k/3$. Show that
$$\int_0^\infty|M(r)|\,dr<\infty .$$

**Solution.** Since $n^{-2/3}$ decreases with $n$, a larger density means a weaker kernel:
$$|f_x(n(r))|\le|f_x(Ae^{-2kr})|=|f_x(A)|\,e^{4kr/3}.$$
Multiplying the bounds gives
$$|M(r)|\le4\pi B_1B_2|f_x(A)|\,r^2e^{-(b_1+b_2-4k/3)r},$$
and the right-hand side is integrable by (d).

This is a sufficient condition, without a value for the integral. In the code, `hg` is the integrability of the exponential comparison, `hf` is the kernel bound, and `h12` and `h123` multiply the estimates. The comparison integrand is negative or zero, so `hg.neg` serves as the dominating function.

The bounds hold for all $r>0$, core included. A model closer to the word "tail" would impose them only beyond some radius $R$. The theorem would then need a separate assumption of integrability on $(0,R]$, because a zero of the density there can make the kernel non-integrable.

```lean
/-- If a measurable density is at least `A exp(-2kr)` with `A > 0`, and measurable transition
densities are bounded by exponentials with rates satisfying `b₁ + b₂ > 4k/3`, then the ALDA
exchange integrand is integrable. -/
theorem integrable_of_tail_bounds {n ρ₁ ρ₂ : ℝ → ℝ} {A B₁ B₂ k b₁ b₂ : ℝ} (hA : 0 < A)
    (mn : Measurable n) (m₁ : Measurable ρ₁) (m₂ : Measurable ρ₂)
    (hn : ∀ r > 0, expTail A (2 * k) r ≤ n r)
    (h₁ : ∀ r > 0, |ρ₁ r| ≤ expTail B₁ b₁ r) (h₂ : ∀ r > 0, |ρ₂ r| ≤ expTail B₂ b₂ r)
    (hb : 4 * k / 3 < b₁ + b₂) : IntegrableOn (aldaIntegrand n ρ₁ ρ₂) (Ioi 0) := by
  have hg : IntegrableOn
      (aldaIntegrand (expTail A (2 * k)) (expTail B₁ b₁) (expTail B₂ b₂)) (Ioi 0) := by
    rw [aldaIntegrand_expTail hA]
    exact Integrable.const_mul ((integrableOn_sq_mul_exp_iff _).mpr (sub_pos.mpr hb)) _
  have mk : Measurable fun r => aldaKernel (n r) := by
    unfold aldaKernel
    exact (mn.pow_const _).const_mul _
  have mi : Measurable (aldaIntegrand n ρ₁ ρ₂) :=
    ((measurable_id.pow_const 2).const_mul (4 * π)).mul ((m₁.mul mk).mul m₂)
  refine Integrable.mono' hg.neg mi.aestronglyMeasurable ?_
  refine (ae_restrict_mem measurableSet_Ioi).mono fun r hr => ?_
  have hpos : 0 < expTail A (2 * k) r := mul_pos hA (Real.exp_pos _)
  -- a larger density gives a weaker kernel
  have hf : |aldaKernel (n r)| ≤ -aldaKernel (expTail A (2 * k) r) := by
    rw [abs_of_neg (aldaKernel_neg (hpos.trans_le (hn r hr)))]
    have hp := Real.rpow_le_rpow_of_nonpos hpos (hn r hr)
      (show (-(2 / 3) : ℝ) ≤ 0 by norm_num)
    have hC : 0 ≤ (3 / π) ^ (1 / 3 : ℝ) := by positivity
    have hm := mul_le_mul_of_nonneg_left hp hC
    unfold aldaKernel
    linarith
  have h12 := mul_le_mul (h₁ r hr) (h₂ r hr) (abs_nonneg _) ((abs_nonneg _).trans (h₁ r hr))
  have h123 := mul_le_mul h12 hf (abs_nonneg _)
    ((mul_nonneg (abs_nonneg _) (abs_nonneg _)).trans h12)
  have h0 : 0 ≤ 4 * π * r ^ 2 := by positivity
  have h := mul_le_mul_of_nonneg_left h123 h0
  simp only [Pi.neg_apply, aldaIntegrand]
  rw [Real.norm_eq_abs, abs_mul, abs_of_nonneg h0, abs_mul, abs_mul]
  linarith
```

## (i) Bounded final orbitals

**Task.** Let $k>0$ and $A>0$, and let an occupied orbital $\varphi$ and two final orbitals $\chi_1,\chi_2$ satisfy, for all $r>0$,
$$n(r)\ge Ae^{-2kr},\qquad|\varphi(r)|\le Be^{-kr},\qquad|\chi_i(r)|\le D_i,$$
with all functions measurable. For $\rho_i=\varphi\chi_i$, show that
$$\int_0^\infty 4\pi r^2\,\bigl|\varphi\chi_1\,f_x(n)\,\varphi\chi_2\bigr|\,dr<\infty .$$

**Solution.** The transition densities satisfy $|\varphi\chi_i|\le BD_ie^{-kr}$, so (h) applies with $b_1=b_2=k$. Its condition reads $2k>4k/3$, which holds because $k>0$. For $k\le0$ the conclusion can fail: with $n=Ae^{-2kr}$, $\varphi=e^{-kr}$ and $\chi_i=1$, the integrand is a nonzero multiple of $r^2e^{-2kr/3}$.

The final orbitals need not decay. A free s wave $\sin(qr)/r$ is allowed, since it is bounded by $|q|$. For linear-response calculations in this spherical model, the growth of the kernel therefore does not by itself make such exchange elements diverge. If the two products contain different occupied orbitals, each bounded by a multiple of $e^{-kr}$, (h) applies in the same way. The two hypotheses share one rate $k$; if powers of $r$ multiply the asymptotic exponentials, slightly shifted rates can be used in (h), whose strict inequality leaves room for them.

In the proof, `key` bounds each product $\varphi\chi_i$, and the final `linarith` checks the rate condition.

```lean
/-- Let `k > 0`, let the density be at least `A exp(-2kr)` with `A > 0`, and let the occupied
orbital `φ` be bounded by `B exp(-kr)`. Then the ALDA exchange integrand between `φ χ₁` and
`φ χ₂` is integrable for all bounded `χ₁`, `χ₂` (all functions measurable). -/
theorem integrable_of_bounded_final_orbitals {n φ χ₁ χ₂ : ℝ → ℝ} {A B D₁ D₂ k : ℝ}
    (hk : 0 < k) (hA : 0 < A) (mn : Measurable n) (mφ : Measurable φ)
    (m₁ : Measurable χ₁) (m₂ : Measurable χ₂)
    (hn : ∀ r > 0, expTail A (2 * k) r ≤ n r) (hφ : ∀ r > 0, |φ r| ≤ expTail B k r)
    (h₁ : ∀ r > 0, |χ₁ r| ≤ D₁) (h₂ : ∀ r > 0, |χ₂ r| ≤ D₂) :
    IntegrableOn (aldaIntegrand n (fun r => φ r * χ₁ r) (fun r => φ r * χ₂ r)) (Ioi 0) := by
  have key : ∀ (χ : ℝ → ℝ) (D : ℝ), (∀ r > 0, |χ r| ≤ D) →
      ∀ r > 0, |φ r * χ r| ≤ expTail (B * D) k r := by
    intro χ D h r hr
    have hm := mul_le_mul (hφ r hr) (h r hr) (abs_nonneg _) ((abs_nonneg _).trans (hφ r hr))
    rw [abs_mul]
    unfold expTail at hm ⊢
    linarith
  exact integrable_of_tail_bounds hA mn (mφ.mul m₁) (mφ.mul m₂) hn
    (key χ₁ D₁ h₁) (key χ₂ D₂ h₂) (by linarith)

end

end ALDAExchangeTail
```

```lean
#print axioms ALDAExchangeTail.hasDerivAt_ldaExchangePotential
#print axioms ALDAExchangeTail.tail_condition
#print axioms ALDAExchangeTail.matrixElement_expTail
#print axioms ALDAExchangeTail.integrable_of_bounded_final_orbitals
```

```
'ALDAExchangeTail.hasDerivAt_ldaExchangePotential' depends on axioms: [propext, Classical.choice, Quot.sound]
'ALDAExchangeTail.tail_condition' depends on axioms: [propext, Classical.choice, Quot.sound]
'ALDAExchangeTail.matrixElement_expTail' depends on axioms: [propext, Classical.choice, Quot.sound]
'ALDAExchangeTail.integrable_of_bounded_final_orbitals' depends on axioms: [propext, Classical.choice, Quot.sound]
```
